# Velocity autocorrelation of undamped harmonic modes: the long-run limit and its spectral lines

Velocities here are mass-weighted: each Cartesian component is multiplied by the square root of its atom's mass, so $\langle v,v\rangle$ is twice the kinetic energy. Frequencies are angular, the lag is $t$, the time origin is $s$, and $S$ is the length of the averaging window. There are $n$ modes, numbered $k=0,\dots,n-1$.

```lean
import Mathlib

open Filter Topology Real

namespace VelocityAutocorrelation

noncomputable section

variable {E : Type*} [NormedAddCommGroup E] [InnerProductSpace ℝ E] {n : ℕ}
```

The space `E` holds the velocity vectors. The square brackets give it a norm and a real inner product, and nothing more is asked of it. For $N$ atoms one may think of $\mathbb R^{3N}$.

```lean
/-- Mass-weighted velocity of a harmonic system: mode `k` has direction `e k`, velocity
amplitude `b k`, angular frequency `w k` and phase `φ k`. -/
def velocity (e : Fin n → E) (b w φ : Fin n → ℝ) (t : ℝ) : E :=
  ∑ k, (b k * cos (w k * t + φ k)) • e k
```

This is the trajectory
$$v(t)=\sum_{k} b_k\cos(w_kt+\varphi_k)\,e_k .$$
The type `Fin n` is the set of mode labels, and `•` multiplies a vector by a number. The definition accepts any directions and frequencies; the theorems add that the $e_k$ are orthonormal and the $w_k$ positive.

```lean
/-- Average of a signal over the time window from `0` to `S`, for `S ≠ 0`. -/
def timeAverage (f : ℝ → ℝ) (S : ℝ) : ℝ := (1 / S) * ∫ s in (0 : ℝ)..S, f s
```

For a signal $f$ this is $\frac1S\int_0^S f(s)\,ds$.

```lean
/-- Autocorrelation of a trajectory `u` at lag `t`, estimated from time origins between
`0` and `S`, for `S ≠ 0`. -/
def autocorrelation (u : ℝ → E) (t S : ℝ) : ℝ :=
  timeAverage (fun s => inner ℝ (u s) (u (s + t))) S
```

For a trajectory $u$ this is $\frac1S\int_0^S\langle u(s),u(s+t)\rangle\,ds$. At a lag $t>0$ it uses the trajectory up to time $S+t$, so $S$ measures the range of time origins.

## Averaging constants, sums and cosines

```lean
/-- The average of a constant signal over a window of nonzero length is that constant. -/
theorem timeAverage_const (c : ℝ) {S : ℝ} (hS : S ≠ 0) :
    timeAverage (fun _ => c) S = c := by
  simp only [timeAverage, intervalIntegral.integral_const, smul_eq_mul, sub_zero]
  field_simp
```

In the theorems here the hypotheses stand before the last colon of the statement, the claim after it, and the proof after `:=`. Here the claim is $\frac1S\int_0^S c\,ds=\frac{cS}{S}=c$. The hypothesis `hS` is needed because Lean sets $1/0=0$.

```lean
/-- Time averaging is linear over a finite sum of modes, each carrying two continuous
signals with a common weight. -/
theorem timeAverage_sum (A : Fin n → ℝ) (f g : Fin n → ℝ → ℝ)
    (hf : ∀ k, Continuous (f k)) (hg : ∀ k, Continuous (g k)) (S : ℝ) :
    timeAverage (fun s => ∑ k, A k * (f k s + g k s)) S =
      ∑ k, A k * (timeAverage (f k) S + timeAverage (g k) S) := by
  have hc : ∀ k, Continuous fun s => A k * (f k s + g k s) := by
    intro k
    have h1 := hf k
    have h2 := hg k
    fun_prop
  -- exchange the integral with the sum over modes
  have hsum : ∫ s in (0 : ℝ)..S, ∑ k, A k * (f k s + g k s) =
      ∑ k, ∫ s in (0 : ℝ)..S, A k * (f k s + g k s) :=
    intervalIntegral.integral_finsetSum (fun k _ => (hc k).intervalIntegrable _ _)
  unfold timeAverage
  show 1 / S * ∫ s in (0 : ℝ)..S, ∑ k, A k * (f k s + g k s) = _
  rw [hsum, Finset.mul_sum]
  refine Finset.sum_congr rfl fun k _ => ?_
  have hadd : ∫ s in (0 : ℝ)..S, (f k s + g k s) =
      (∫ s in (0 : ℝ)..S, f k s) + ∫ s in (0 : ℝ)..S, g k s :=
    intervalIntegral.integral_add ((hf k).intervalIntegrable _ _)
      ((hg k).intervalIntegrable _ _)
  rw [intervalIntegral.integral_const_mul, hadd]
  ring
```

In ordinary notation, with a bar for the average over the window,
$$\overline{\sum_k A_k(f_k+g_k)}=\sum_k A_k\left(\overline{f_k}+\overline{g_k}\right).$$
Continuity makes every integral legitimate. The proof exchanges integral and finite sum (`hsum`), takes out the weight $A_k$ and splits the two signals (`hadd`).

```lean
/-- Over a window of length `S > 0`, the average of an oscillation of nonzero frequency `a`
is at most `2 / (|a| S)` in magnitude. -/
theorem timeAverage_cos_bound {a : ℝ} (ha : a ≠ 0) (c : ℝ) {S : ℝ} (hS : 0 < S) :
    |timeAverage (fun s => cos (a * s + c)) S| ≤ 2 / (|a| * S) := by
  -- integrate the cosine exactly
  have h : ∫ s in (0 : ℝ)..S, cos (a * s + c) =
      sin (a * S + c) / a - sin (a * 0 + c) / a := by
    apply intervalIntegral.integral_eq_sub_of_hasDerivAt (f := fun s => sin (a * s + c) / a)
    · intro s _
      have h1 : HasDerivAt (fun s : ℝ => a * s + c) a s :=
        (((hasDerivAt_id' s).const_mul a).add_const c).congr_deriv (mul_one a)
      exact (h1.sin.div_const a).congr_deriv (mul_div_cancel_right₀ _ ha)
    · exact (by fun_prop : Continuous fun s : ℝ => cos (a * s + c)).intervalIntegrable _ _
  have h2 : timeAverage (fun s => cos (a * s + c)) S =
      (sin (a * S + c) - sin (a * 0 + c)) / (a * S) := by
    rw [timeAverage, h]
    field_simp
  have h3 : |sin (a * S + c) - sin (a * 0 + c)| ≤ 2 := by
    rw [abs_le]
    constructor <;> linarith [sin_le_one (a * S + c), neg_one_le_sin (a * S + c),
      sin_le_one (a * 0 + c), neg_one_le_sin (a * 0 + c)]
  rw [h2, abs_div, abs_mul, abs_of_pos hS]
  exact div_le_div_of_nonneg_right h3 (by positivity)
```

By hand, for $a\neq0$,
$$\frac1S\int_0^S\cos(as+c)\,ds=\frac{\sin(aS+c)-\sin c}{aS}.$$
The numerator has magnitude at most 2, which gives the bound $2/(|a|S)$. In the proof, `h` is the integral, obtained by differentiating $\sin(as+c)/a$; `h2` divides by $S$, and `h3` bounds the numerator.

```lean
/-- An oscillation of nonzero frequency averages to zero over long times. -/
theorem tendsto_timeAverage_cos {a : ℝ} (ha : a ≠ 0) (c : ℝ) :
    Tendsto (timeAverage (fun s => cos (a * s + c))) atTop (𝓝 0) := by
  refine squeeze_zero_norm' (a := fun S => 2 / (|a| * S)) ?_ ?_
  · filter_upwards [eventually_gt_atTop 0] with S hS
    exact timeAverage_cos_bound ha c hS
  · exact tendsto_const_nhds.div_atTop (tendsto_id.const_mul_atTop (abs_pos.2 ha))
```

`Tendsto f atTop (𝓝 L)` reads "$f(S)\to L$ as $S\to+\infty$". The average is squeezed between zero and $2/(|a|S)$ in magnitude. The phrase `eventually_gt_atTop 0` restricts attention to $S>0$, where the bound applies.

## From the velocity product to the autocorrelation

```lean
/-- For orthonormal modes, the product of velocities at times `s` and `s + t` is a sum over
modes of a part independent of `s` and a part oscillating in `s` at twice the frequency. -/
theorem inner_velocity {e : Fin n → E} (he : Orthonormal ℝ e) (b w φ : Fin n → ℝ)
    (s t : ℝ) :
    inner ℝ (velocity e b w φ s) (velocity e b w φ (s + t)) =
      ∑ k, b k ^ 2 / 2 * (cos (w k * t) + cos (2 * w k * s + (w k * t + 2 * φ k))) := by
  rw [velocity, velocity, he.inner_sum]
  refine Finset.sum_congr rfl fun k _ => ?_
  simp only [conj_trivial]
  have h1 := cos_sub (w k * (s + t) + φ k) (w k * s + φ k)
  have h2 := cos_add (w k * (s + t) + φ k) (w k * s + φ k)
  rw [show w k * (s + t) + φ k - (w k * s + φ k) = w k * t by ring] at h1
  rw [show w k * (s + t) + φ k + (w k * s + φ k) =
    2 * w k * s + (w k * t + 2 * φ k) by ring] at h2
  linear_combination (-(b k ^ 2 / 2)) * h1 - b k ^ 2 / 2 * h2
```

Expanding both velocities gives a double sum over modes $j$ and $k$:
$$\sum_{j,k} b_jb_k\cos(w_js+\varphi_j)\cos(w_k(s+t)+\varphi_k)\,\langle e_j,e_k\rangle .$$
Orthonormality leaves only $j=k$. Set $\alpha=w_k(s+t)+\varphi_k$ and $\beta=w_ks+\varphi_k$. Then
$$\cos\alpha\cos\beta=\tfrac12\left[\cos(\alpha-\beta)+\cos(\alpha+\beta)\right],$$
with $\alpha-\beta=w_kt$ and $\alpha+\beta=2w_ks+w_kt+2\varphi_k$. The first cosine does not depend on the time origin; the second oscillates in $s$ at $2w_k$.

In Lean, `he.inner_sum` removes the cross terms, `h1` and `h2` are the formulas for $\cos(\alpha\mp\beta)$, and `linear_combination` adds them with the right weights.

It is the geometry that removes the cross terms here, and time averaging cannot always take over that job. Two modes of equal frequency with non-orthogonal directions can keep a cross term however long the run is; for nonzero amplitudes it averages away only if their phases differ by an odd multiple of $\pi/2$ or the lag makes $\cos(w_kt)$ zero. The same can happen for modes of equal frequency when only one Cartesian component of the velocity is correlated, since the directions projected onto that component need not be orthogonal.

```lean
/-- For orthonormal modes of positive frequency, the autocorrelation estimated from time origins
between `0` and `S > 0` differs from `∑ (b² / 2) cos (w t)` by at most `(∑ b² / (2 w)) / S`, at
every lag `t`. -/
theorem autocorrelation_error {e : Fin n → E} (he : Orthonormal ℝ e) (b φ : Fin n → ℝ)
    {w : Fin n → ℝ} (hw : ∀ k, 0 < w k) (t : ℝ) {S : ℝ} (hS : 0 < S) :
    |autocorrelation (velocity e b w φ) t S - ∑ k, b k ^ 2 / 2 * cos (w k * t)| ≤
      (∑ k, b k ^ 2 / (2 * w k)) / S := by
  have h : autocorrelation (velocity e b w φ) t S = ∑ k, b k ^ 2 / 2 * (cos (w k * t) +
      timeAverage (fun s => cos (2 * w k * s + (w k * t + 2 * φ k))) S) := by
    unfold autocorrelation
    simp only [inner_velocity he]
    refine (timeAverage_sum (fun k => b k ^ 2 / 2) (fun k _ => cos (w k * t))
      (fun k s => cos (2 * w k * s + (w k * t + 2 * φ k)))
      (fun k => by fun_prop) (fun k => by fun_prop) S).trans ?_
    simp only [timeAverage_const _ hS.ne']
  -- only the oscillating parts remain, and each is bounded separately
  rw [h, ← Finset.sum_sub_distrib, Finset.sum_div]
  refine (Finset.abs_sum_le_sum_abs _ _).trans (Finset.sum_le_sum fun k _ => ?_)
  have hk := hw k
  have hk0 : w k ≠ 0 := hk.ne'
  have h2 : 0 < 2 * w k := by positivity
  have hb := timeAverage_cos_bound h2.ne' (w k * t + 2 * φ k) hS
  rw [abs_of_pos h2] at hb
  rw [← mul_sub, add_sub_cancel_left, abs_mul, abs_of_nonneg (by positivity : 0 ≤ b k ^ 2 / 2)]
  refine (mul_le_mul_of_nonneg_left hb (by positivity)).trans_eq ?_
  field_simp
```

Averaging the previous identity over $s$ leaves the stationary part unchanged. The error is therefore
$$\sum_k\frac{b_k^2}{2}\;\frac1S\int_0^S\cos(2w_ks+w_kt+2\varphi_k)\,ds .$$
The cosine bound with $a=2w_k$ gives
$$|\text{error}|\le\sum_k\frac{b_k^2}{2}\cdot\frac{2}{2w_kS}=\frac1S\sum_k\frac{b_k^2}{2w_k}.$$
The bound involves neither the lag nor the phases, and at equal amplitude a slow mode contributes more to it than a fast one. In the proof, `h` is the averaged identity, the triangle inequality passes to single modes, and `hb` is the cosine bound for each.

The hypothesis `hw` stands for genuine vibrations. A mode with $w_k=0$, such as free translation, has constant velocity $b_k\cos\varphi_k$ and contributes $b_k^2\cos^2\varphi_k$ instead of $b_k^2/2$.

```lean
/-- For orthonormal modes of positive frequency, the velocity autocorrelation at each lag `t`
tends to `∑ (b² / 2) cos (w t)` as the run length grows. -/
theorem tendsto_autocorrelation {e : Fin n → E} (he : Orthonormal ℝ e) (b φ : Fin n → ℝ)
    {w : Fin n → ℝ} (hw : ∀ k, 0 < w k) (t : ℝ) :
    Tendsto (autocorrelation (velocity e b w φ) t) atTop
      (𝓝 (∑ k, b k ^ 2 / 2 * cos (w k * t))) := by
  refine tendsto_iff_norm_sub_tendsto_zero.2 (squeeze_zero'
    (g := fun S => (∑ k, b k ^ 2 / (2 * w k)) / S)
    (Eventually.of_forall fun _ => norm_nonneg _) ?_
    (tendsto_const_nhds.div_atTop tendsto_id))
  filter_upwards [eventually_gt_atTop 0] with S hS
  exact autocorrelation_error he b φ hw t hS
```

The error bound tends to zero, so for each fixed lag
$$\lim_{S\to\infty}\frac1S\int_0^S\langle v(s),v(s+t)\rangle\,ds=\sum_k\frac{b_k^2}{2}\cos(w_kt).$$
The proof squeezes the absolute error under the previous bound.

For a single mode at zero lag this is the familiar average of $b_0^2\cos^2(w_0s+\varphi_0)$, namely $b_0^2/2$, approached with an error of at most $b_0^2/(2w_0S)$. With no modes at all, both sides are zero.

## Equal energy in every mode

```lean
/-- For orthonormal modes of positive frequency with `b² / 2 = kT` in every mode, the
autocorrelation tends to `kT ∑ cos (w t)` at each lag, and to `n kT` at zero lag. -/
theorem tendsto_autocorrelation_equipartition {e : Fin n → E} (he : Orthonormal ℝ e)
    {b w : Fin n → ℝ} (φ : Fin n → ℝ) (hw : ∀ k, 0 < w k) {kT : ℝ}
    (hb : ∀ k, b k ^ 2 / 2 = kT) :
    (∀ t, Tendsto (autocorrelation (velocity e b w φ) t) atTop
      (𝓝 (kT * ∑ k, cos (w k * t)))) ∧
    Tendsto (autocorrelation (velocity e b w φ) 0) atTop (𝓝 (n * kT)) := by
  have h : ∀ t, Tendsto (autocorrelation (velocity e b w φ) t) atTop
      (𝓝 (kT * ∑ k, cos (w k * t))) := by
    intro t
    have h1 := tendsto_autocorrelation he b φ hw t
    simp only [hb] at h1
    rwa [← Finset.mul_sum] at h1
  refine ⟨h, ?_⟩
  have h0 : kT * ∑ k, cos (w k * 0) = n * kT := by
    simp [mul_comm]
  exact h0 ▸ h 0
```

The variable `kT` is one real number, the thermal energy: Boltzmann's constant times the temperature. The letter $k$ in it is not the mode label. The hypothesis `hb` says $b_k^2/2=kT$ for every mode: the time-averaged squared velocity along each mode has its classical equipartition value. Substitution gives
$$\sum_k\frac{b_k^2}{2}\cos(w_kt)=kT\sum_k\cos(w_kt),$$
and at $t=0$ every cosine is 1, so the limit is $n\,kT$. The theorem joins the two claims with `∧`, "and"; the proof establishes the first as `h` and evaluates it at zero lag with `h0`.

Equipartition is assumed here, not derived. Uncoupled harmonic modes exchange no energy, so a single trajectory keeps the amplitudes it started with. In a canonical ensemble $b_k^2/2$ equals $kT$ only on average over initial conditions.

## Spectral lines at the mode frequencies

```lean
/-- Let `C` be the long-run velocity autocorrelation of orthonormal modes of positive frequency. For
`Ω > 0`, twice the average of `C t * cos (Ω * t)` over lags from `0` to `S` tends, as `S` grows, to
the sum of `b² / 2` over the modes with `w = Ω`. -/
theorem tendsto_spectrum {e : Fin n → E} (he : Orthonormal ℝ e) {b w φ : Fin n → ℝ}
    (hw : ∀ k, 0 < w k) {C : ℝ → ℝ}
    (hC : ∀ t, Tendsto (autocorrelation (velocity e b w φ) t) atTop (𝓝 (C t)))
    {Ω : ℝ} (hΩ : 0 < Ω) :
    Tendsto (fun S => 2 * timeAverage (fun t => C t * cos (Ω * t)) S) atTop
      (𝓝 (∑ k ∈ Finset.univ.filter (fun k => w k = Ω), b k ^ 2 / 2)) := by
  -- split into difference and sum frequencies
  have hfun : (fun t => C t * cos (Ω * t)) = fun t => ∑ k, b k ^ 2 / 4 *
      (cos ((w k - Ω) * t + 0) + cos ((w k + Ω) * t + 0)) := by
    funext t
    rw [tendsto_nhds_unique (hC t) (tendsto_autocorrelation he b φ hw t), Finset.sum_mul]
    refine Finset.sum_congr rfl fun k _ => ?_
    rw [add_zero, add_zero, sub_mul, add_mul, cos_sub, cos_add]
    ring
  -- a difference frequency survives averaging only at resonance
  have hminus : ∀ k, Tendsto (timeAverage (fun t => cos ((w k - Ω) * t + 0))) atTop
      (𝓝 (if w k = Ω then 1 else 0)) := by
    intro k
    by_cases h : w k = Ω
    · have h1 : (fun t : ℝ => cos ((w k - Ω) * t + 0)) = fun _ => 1 := by
        funext t
        simp [h]
      rw [h1, if_pos h]
      refine tendsto_const_nhds.congr' ?_
      filter_upwards [eventually_gt_atTop 0] with S hS
      exact (timeAverage_const 1 hS.ne').symm
    · rw [if_neg h]
      exact tendsto_timeAverage_cos (sub_ne_zero.2 h) 0
  have hplus : ∀ k, Tendsto (timeAverage (fun t => cos ((w k + Ω) * t + 0))) atTop (𝓝 0) :=
    fun k => tendsto_timeAverage_cos (add_pos (hw k) hΩ).ne' 0
  have hsum := (tendsto_finsetSum Finset.univ (fun k _ =>
    ((hminus k).add (hplus k)).const_mul (b k ^ 2 / 4))).const_mul 2
  have hlim : 2 * ∑ k, b k ^ 2 / 4 * ((if w k = Ω then (1 : ℝ) else 0) + 0) =
      ∑ k ∈ Finset.univ.filter (fun k => w k = Ω), b k ^ 2 / 2 := by
    rw [Finset.sum_filter, Finset.mul_sum]
    refine Finset.sum_congr rfl fun k _ => ?_
    split_ifs <;> ring
  rw [hlim] at hsum
  refine hsum.congr fun S => ?_
  rw [hfun]
  exact congrArg (fun x => 2 * x) (timeAverage_sum (fun k => b k ^ 2 / 4)
    (fun k t => cos ((w k - Ω) * t + 0)) (fun k t => cos ((w k + Ω) * t + 0))
    (fun k => by fun_prop) (fun k => by fun_prop) S).symm

end

end VelocityAutocorrelation
```

The function $C(t)$ is introduced through `hC` as the long-run limit of the autocorrelation at every lag. Limits are unique, so $C(t)=\sum_k\frac{b_k^2}{2}\cos(w_kt)$. Multiplying by $\cos(\Omega t)$ gives
$$C(t)\cos(\Omega t)=\sum_k\frac{b_k^2}{4}\left[\cos((w_k-\Omega)t)+\cos((w_k+\Omega)t)\right].$$
Now average over lags from 0 to $S$. The sum frequency $w_k+\Omega$ is positive, so its cosine averages to zero. The difference frequency also averages to zero unless $w_k=\Omega$, when its cosine is the constant 1. With the prefactor 2,
$$\lim_{S\to\infty}\frac2S\int_0^S C(t)\cos(\Omega t)\,dt=\sum_{k:\,w_k=\Omega}\frac{b_k^2}{2}.$$

The proof has the same parts: `hfun` is the product formula, `hminus` treats the two cases of the difference frequency, `hplus` disposes of the sum frequency, and `hlim` collects the surviving weights. The filtered sum in the statement runs over the modes with frequency exactly $\Omega$, and it is zero if there are none.

Two limits are taken in order: first the run length at each fixed lag, then the range of lags. The theorem therefore does not describe a spectrum computed from one finite run. Because of the factor $1/S$, the result is the weight of a line, not a spectral density.

In molecular dynamics, velocity autocorrelations are used to obtain vibrational densities of states; for this model of finitely many undamped harmonic modes, the lines lie at the mode frequencies with weights set by the amplitudes. Anharmonic shifts and broadening are absent. Inserting $b_k^2/2=kT$ turns each weight into $kT$ times the number of modes at that frequency.

```lean
#print axioms VelocityAutocorrelation.tendsto_autocorrelation_equipartition
-- 'VelocityAutocorrelation.tendsto_autocorrelation_equipartition' depends on axioms: [propext, Classical.choice, Quot.sound]
#print axioms VelocityAutocorrelation.tendsto_spectrum
-- 'VelocityAutocorrelation.tendsto_spectrum' depends on axioms: [propext, Classical.choice, Quot.sound]
```
